# Charge conservation and sign of the static augmented density response

If orbitals are orthonormal in an augmented overlap but the pair densities omit the augmentation, a uniform potential shift can appear to move charge. The error disappears when the site operators sum to the overlap.

## From pair densities to induced charge

Let the Hermitian site operators $N_r$, whose expectation values are the electron numbers on the sites $r$, sum to the augmented overlap $S$, and let the columns $x_i$ of $X$ satisfy $X^\dagger SX=1$. For distinct real energies $e_i$ and real occupations $f_i$, define $n_{ij}(r)=x_i^\dagger N_rx_j$ and

$$\chi_{rs}=\sum_{i,j}w_{ij}n_{ij}(r)n_{ji}(s),\qquad w_{ij}=\frac{f_i-f_j}{e_i-e_j}\ (i\ne j),\quad w_{ii}=0.$$

Since $\sum_s n_{ji}(s)=\delta_{ji}$ and $w_{ii}=0$, every row sum vanishes. Exchanging $i$ and $j$ shows that $\chi$ is symmetric, so its column sums vanish too.

For complex $z$, put $A_{ji}=\sum_s n_{ji}(s)z_s$. Hermiticity gives $\sum_r z_r^*n_{ij}(r)=A_{ji}^*$, hence

$$z^\dagger\chi z=\sum_{i,j}w_{ij}|A_{ji}|^2\le0$$

when occupations do not increase with energy, as in ground-state or thermal filling.

Now let $X$ be square, $H$ Hermitian, $E=\mathrm{diag}(e)$ with distinct energies, and $HX=SXE$. A real site potential $v$, the potential energy of an electron on each site, adds $V=\sum_s v_sN_s$. The first-order orbital change $D$ satisfies

$$HD+VX=SDE+SX\,\mathrm{diag}(d),\qquad D^\dagger SX+X^\dagger SD=0,$$

where $d$ holds the real energy shifts. Write $D=XU$ with $U=X^\dagger SD$; orthonormality gives $U^\dagger=-U$. Multiplying the first equation by $X^\dagger$, with $X^\dagger H=EX^\dagger S$ and $W=X^\dagger VX$, gives

$$EU+W=UE+\mathrm{diag}(d),\qquad W_{ji}=(e_i-e_j)U_{ji}\quad(i\ne j).$$

At fixed occupations the induced charge, counted as a number of electrons, is therefore

$$\begin{aligned}
q_r&=\sum_i f_i(D^\dagger N_rX+X^\dagger N_rD)_{ii}
=\sum_i f_i[n(r)U-Un(r)]_{ii}\\
&=\sum_{i,j}(f_i-f_j)n_{ij}(r)U_{ji}
=\sum_{i,j}w_{ij}n_{ij}(r)W_{ji}=(\chi v)_r,
\end{aligned}$$

using $W_{ji}=\sum_s n_{ji}(s)v_s$. Thus $\sum_rq_r=0$, and $\sum_rv_rq_r\le0$ when occupations do not increase with energy. A solution exists: take $U_{ii}=0$, $U_{ij}=W_{ij}/(e_j-e_i)$ for $i\ne j$, and $d_i=W_{ii}$.

With a single orbital there are no pairs, and $\chi=0$.

## Operators and response in Lean

The types `n`, `m` and `ρ` index basis functions, orbitals and sites, all finite in number.

```lean
import Mathlib

open Matrix
open scoped ComplexOrder

namespace AugmentedDensityResponse

noncomputable section

variable {n m ρ : Type*} [Fintype n] [DecidableEq n] [Fintype m] [DecidableEq m] [Fintype ρ]
```

The overlap is defined as the site sum, so the two cannot disagree.

```lean
/-- The overlap operator `S`, the sum of all site operators `N r`. -/
def overlap (N : ρ → Matrix n n ℂ) : Matrix n n ℂ := ∑ r, N r

/-- The augmented pair densities `⟨x_i, N_r x_j⟩` of the orbitals in the columns of `X`. -/
def pairDensity (N : ρ → Matrix n n ℂ) (X : Matrix n m ℂ) (r : ρ) : Matrix m m ℂ :=
  Xᴴ * N r * X
```

`weight` gives equal-energy pairs weight zero, a convention that distinct energies make irrelevant.

```lean
/-- The ratio of occupation difference to energy difference for two different orbitals;
pairs of equal energy get weight zero. -/
def weight (e f : m → ℝ) (i j : m) : ℝ :=
  if i = j then 0 else (f i - f j) / (e i - e j)

/-- The static density response matrix as a sum over pairs of orbitals. -/
def response (N : ρ → Matrix n n ℂ) (X : Matrix n m ℂ) (e f : m → ℝ) : Matrix ρ ρ ℂ :=
  Matrix.of fun r s => ∑ i, ∑ j,
    (weight e f i j : ℂ) * pairDensity N X r i j * pairDensity N X s j i
```

The potential is real, and `levels` is $E$.

```lean
/-- The perturbing operator of a site potential `v`. -/
def potential (N : ρ → Matrix n n ℂ) (v : ρ → ℝ) : Matrix n n ℂ := ∑ s, (v s : ℂ) • N s

/-- The diagonal matrix of real energies. -/
def levels (e : n → ℝ) : Matrix n n ℂ := diagonal fun i => (e i : ℂ)
```

`IsEigenbasis` uses a square `X`, hence a complete set of orbitals.

```lean
/-- The site operators and `H` are Hermitian, and the columns of `X` are a complete `S`-orthonormal
set of solutions of `H x = e S x`. -/
structure IsEigenbasis (N : ρ → Matrix n n ℂ) (H X : Matrix n n ℂ) (e : n → ℝ) : Prop where
  site_herm : ∀ r, (N r).IsHermitian
  ham_herm : H.IsHermitian
  ortho : Xᴴ * overlap N * X = 1
  eigen : H * X = overlap N * X * levels e
```

`IsFirstOrder` states the linearised equations directly; it does not construct a differentiable family of eigenvectors. $S$ and the occupations stay fixed, and $V$ contains no self-consistent feedback.

```lean
/-- `D` is a first-order change of the orbitals under the site potential `v`: it keeps them
orthonormal and solves the linearised generalized eigenvalue equation. -/
structure IsFirstOrder (N : ρ → Matrix n n ℂ) (H X : Matrix n n ℂ) (e : n → ℝ) (v : ρ → ℝ)
    (D : Matrix n n ℂ) : Prop where
  ortho : Dᴴ * overlap N * X + Xᴴ * overlap N * D = 0
  eigen : ∃ d : n → ℝ, H * D + potential N v * X
    = overlap N * D * levels e + overlap N * X * levels d
```

The charge is defined from `D`, independently of $\chi$.

```lean
/-- The first-order change of the charge on site `r` when the orbitals change by `D` at fixed
occupations `f`. -/
def inducedCharge (N : ρ → Matrix n n ℂ) (X D : Matrix n n ℂ) (f : n → ℝ) (r : ρ) : ℂ :=
  ∑ i, (f i : ℂ) * (Dᴴ * N r * X + Xᴴ * N r * D) i i
```

## Symmetry, row sums and sign

The first lemma conjugates pair densities, the second expands $W$, and the third reorders the sums in $\chi z$.

```lean
omit [DecidableEq n] [Fintype m] [DecidableEq m] [Fintype ρ] in
/-- Pair densities of Hermitian site operators are Hermitian in the orbital indices. -/
theorem pairDensity_conj {N : ρ → Matrix n n ℂ} (hN : ∀ r, (N r).IsHermitian)
    (X : Matrix n m ℂ) (r : ρ) (i j : m) :
    starRingEnd ℂ (pairDensity N X r i j) = pairDensity N X r j i := by
  have h : (pairDensity N X r)ᴴ = pairDensity N X r := by
    simp only [pairDensity, conjTranspose_mul, conjTranspose_conjTranspose, (hN r).eq,
      Matrix.mul_assoc]
  exact congrFun (congrFun h j) i

omit [DecidableEq n] [Fintype m] [DecidableEq m] in
/-- The matrix elements of a site potential between orbitals are the pair densities weighted
with the potential. -/
theorem potential_apply (N : ρ → Matrix n n ℂ) (X : Matrix n m ℂ) (v : ρ → ℝ) (i j : m) :
    (Xᴴ * potential N v * X) i j = ∑ s, pairDensity N X s i j * (v s : ℂ) := by
  simp only [potential, pairDensity, Matrix.mul_sum, Matrix.sum_mul, Matrix.sum_apply,
    Matrix.mul_smul, Matrix.smul_mul, Matrix.smul_apply, smul_eq_mul, mul_comm]

omit [DecidableEq n] in
/-- The response matrix applied to a potential, with the site sum carried out first. -/
theorem response_mulVec (N : ρ → Matrix n n ℂ) (X : Matrix n m ℂ) (e f : m → ℝ)
    (z : ρ → ℂ) (r : ρ) : (response N X e f *ᵥ z) r = ∑ i, ∑ j,
      (weight e f i j : ℂ) * pairDensity N X r i j * ∑ s, pairDensity N X s j i * z s := by
  simp only [mulVec, dotProduct, response, Matrix.of_apply, Finset.sum_mul, Finset.mul_sum]
  refine Finset.sum_comm.trans (Finset.sum_congr rfl fun i _ => ?_)
  refine Finset.sum_comm.trans (Finset.sum_congr rfl fun j _ => ?_)
  exact Finset.sum_congr rfl fun s _ => by ring
```

Symmetry follows from `hw`. For the row sums, `h1` collects the site operators into $S$, and orthonormality removes the off-diagonal terms.

```lean
omit [DecidableEq n] in
/-- For `S`-orthonormal orbitals the response matrix is symmetric and its rows sum to zero. -/
theorem response_symm_and_row_sum (N : ρ → Matrix n n ℂ) (X : Matrix n m ℂ) (e f : m → ℝ)
    (hX : Xᴴ * overlap N * X = 1) :
    (∀ r s, response N X e f r s = response N X e f s r) ∧
      ∀ r, ∑ s, response N X e f r s = 0 := by
  constructor
  · intro r s
    have hw : ∀ i j, weight e f i j = weight e f j i := by
      intro i j
      by_cases h : i = j
      · rw [h]
      · rw [weight, weight, if_neg h, if_neg (Ne.symm h), ← neg_sub (f j) (f i),
          ← neg_sub (e j) (e i), neg_div_neg_eq]
    simp only [response, Matrix.of_apply]
    refine Finset.sum_comm.trans (Finset.sum_congr rfl fun i _ => ?_)
    refine Finset.sum_congr rfl fun j _ => ?_
    rw [hw j i]
    ring
  · intro r
    simp only [response, Matrix.of_apply]
    refine Finset.sum_comm.trans (Finset.sum_eq_zero fun i _ => ?_)
    refine Finset.sum_comm.trans (Finset.sum_eq_zero fun j _ => ?_)
    by_cases h : i = j
    · simp [weight, h]
    · -- different orbitals are orthogonal in the metric `S`
      have h1 : ∑ s, pairDensity N X s j i = (Xᴴ * overlap N * X) j i := by
        simp only [overlap, pairDensity, Matrix.mul_sum, Matrix.sum_mul, Matrix.sum_apply]
      rw [← Finset.mul_sum, h1, hX, Matrix.one_apply_ne (Ne.symm h), mul_zero]
```

Here `hw` fixes the sign of each weight and `key` writes the quadratic form as a sum of squared moduli multiplied by these weights. The complex inequality says that the form is real and nonpositive. This theorem and the previous one also allow an incomplete orbital set and degenerate energies.

```lean
omit [DecidableEq n] in
/-- If the site operators are Hermitian and occupations do not increase with energy, the response
matrix is negative semidefinite. -/
theorem response_nonpos {N : ρ → Matrix n n ℂ} (hN : ∀ r, (N r).IsHermitian)
    (X : Matrix n m ℂ) {e f : m → ℝ} (hf : ∀ i j, e i < e j → f j ≤ f i) (z : ρ → ℂ) :
    star z ⬝ᵥ (response N X e f *ᵥ z) ≤ 0 := by
  have hw : ∀ i j, weight e f i j ≤ 0 := by
    intro i j
    unfold weight
    split_ifs with h
    · exact le_rfl
    · rcases lt_trichotomy (e i) (e j) with h1 | h1 | h1
      · exact div_nonpos_of_nonneg_of_nonpos (sub_nonneg.2 (hf i j h1)) (sub_nonpos.2 h1.le)
      · simp [h1]
      · exact div_nonpos_of_nonpos_of_nonneg (sub_nonpos.2 (hf j i h1)) (sub_nonneg.2 h1.le)
  -- the quadratic form is a weighted sum of squared moduli
  have key : star z ⬝ᵥ (response N X e f *ᵥ z) = ((∑ i, ∑ j, weight e f i j *
      Complex.normSq (∑ s, pairDensity N X s j i * z s) : ℝ) : ℂ) := by
    have hA : ∀ i j, starRingEnd ℂ (∑ s, pairDensity N X s j i * z s)
        = ∑ r, starRingEnd ℂ (z r) * pairDensity N X r i j := by
      intro i j
      rw [map_sum]
      refine Finset.sum_congr rfl fun r _ => ?_
      rw [map_mul, pairDensity_conj hN]
      exact mul_comm _ _
    obtain ⟨A, hB⟩ : ∃ A : m → m → ℂ, ∀ i j, ∑ s, pairDensity N X s j i * z s = A i j :=
      ⟨fun i j => ∑ s, pairDensity N X s j i * z s, fun _ _ => rfl⟩
    simp only [dotProduct, Pi.star_apply, Complex.star_def, response_mulVec,
      Complex.ofReal_sum, Complex.ofReal_mul, Complex.normSq_eq_conj_mul_self, hA]
    simp only [hB, Finset.mul_sum, Finset.sum_mul]
    refine Finset.sum_comm.trans (Finset.sum_congr rfl fun i _ => ?_)
    refine Finset.sum_comm.trans (Finset.sum_congr rfl fun j _ => ?_)
    exact Finset.sum_congr rfl fun r _ => by ring
  rw [key]
  have h : (∑ i, ∑ j, weight e f i j *
      Complex.normSq (∑ s, pairDensity N X s j i * z s)) ≤ 0 :=
    Finset.sum_nonpos fun i _ => Finset.sum_nonpos fun j _ =>
      mul_nonpos_of_nonpos_of_nonneg (hw i j) (Complex.normSq_nonneg _)
  exact_mod_cast h
```

## First-order orbitals and their charges

The existence proof builds the $U$ given above; `hM` checks its equation entry by entry.

```lean
/-- For distinct energies every site potential has a first-order change of the orbitals. -/
theorem exists_firstOrder {N : ρ → Matrix n n ℂ} {H X : Matrix n n ℂ} {e : n → ℝ}
    (h : IsEigenbasis N H X e) (he : Function.Injective e) (v : ρ → ℝ) :
    ∃ D, IsFirstOrder N H X e v D := by
  obtain ⟨W, hW⟩ : ∃ W, W = Xᴴ * potential N v * X := ⟨_, rfl⟩
  have hWs : ∀ i j, starRingEnd ℂ (W i j) = W j i := by
    intro i j
    rw [hW, potential_apply, potential_apply, map_sum]
    refine Finset.sum_congr rfl fun s _ => ?_
    rw [map_mul, Complex.conj_ofReal, pairDensity_conj h.site_herm]
  obtain ⟨U, hU⟩ : ∃ U : Matrix n n ℂ, ∀ i j, U i j =
      if i = j then 0 else W i j / ((e j : ℂ) - e i) :=
    ⟨Matrix.of fun i j => if i = j then 0 else W i j / ((e j : ℂ) - e i), fun _ _ => rfl⟩
  refine ⟨X * U, ?_, fun i => (W i i).re, ?_⟩
  · calc _ = Uᴴ * (Xᴴ * overlap N * X) + (Xᴴ * overlap N * X) * U := by
          simp only [conjTranspose_mul, Matrix.mul_assoc]
      _ = Uᴴ + U := by rw [h.ortho, Matrix.mul_one, Matrix.one_mul]
      _ = 0 := by
          refine Matrix.ext fun i j => ?_
          rw [Matrix.add_apply, conjTranspose_apply, Matrix.zero_apply, hU j i, hU i j]
          by_cases hij : i = j
          · simp [hij]
          · rw [if_neg hij, if_neg (Ne.symm hij), Complex.star_def, map_div₀, map_sub,
              Complex.conj_ofReal, Complex.conj_ofReal, hWs,
              ← neg_sub (e i : ℂ) (e j : ℂ), div_neg, add_neg_cancel]
  · have hc : overlap N * X * Xᴴ = 1 :=
      mul_eq_one_comm.1 (by rw [← Matrix.mul_assoc]; exact h.ortho)
    have hVX : potential N v * X = overlap N * X * W := by
      calc potential N v * X = (overlap N * X * Xᴴ) * (potential N v * X) := by
            rw [hc, Matrix.one_mul]
        _ = _ := by rw [hW]; simp only [Matrix.mul_assoc]
    -- the equation in the orbital basis
    have hM : levels e * U + W = U * levels e + levels fun i => (W i i).re := by
      refine Matrix.ext fun i j => ?_
      simp only [Matrix.add_apply, levels, diagonal_mul, mul_diagonal]
      by_cases hij : i = j
      · subst hij
        rw [hU, if_pos rfl, diagonal_apply_eq, Complex.conj_eq_iff_re.1 (hWs i i)]
        ring
      · have hne : (e j : ℂ) - e i ≠ 0 :=
          sub_ne_zero.2 fun h' => hij (he (Complex.ofReal_injective h')).symm
        have hx : W i j / ((e j : ℂ) - e i) * ((e j : ℂ) - e i) = W i j :=
          div_mul_cancel₀ _ hne
        rw [hU, if_neg hij, diagonal_apply_ne _ hij]
        linear_combination -hx
    calc _ = overlap N * X * (levels e * U + W) := by
          rw [hVX, ← Matrix.mul_assoc H, h.eigen, Matrix.mul_add]
          simp only [Matrix.mul_assoc]
      _ = overlap N * X * (U * levels e + levels fun i => (W i i).re) := by rw [hM]
      _ = _ := by simp only [Matrix.mul_add, Matrix.mul_assoc]
```

For an arbitrary solution, `hanti` and `hM` recover the two conditions on $U$. Then `hw` converts energy differences into response weights, and the final `calc` relabels the sums as in the derivation.

```lean
/-- For distinct energies, every first-order change of the orbitals under a site potential
induces the charges given by the response matrix. -/
theorem inducedCharge_eq {N : ρ → Matrix n n ℂ} {H X D : Matrix n n ℂ} {e : n → ℝ}
    {v : ρ → ℝ} (h : IsEigenbasis N H X e) (he : Function.Injective e)
    (hD : IsFirstOrder N H X e v D) (f : n → ℝ) :
    inducedCharge N X D f = response N X e f *ᵥ fun s => (v s : ℂ) := by
  obtain ⟨d, hd⟩ := hD.eigen
  have hS : (overlap N)ᴴ = overlap N := by
    rw [overlap, conjTranspose_sum]
    exact Finset.sum_congr rfl fun r _ => (h.site_herm r).eq
  have hE : (levels e)ᴴ = levels e := by
    rw [levels, diagonal_conjTranspose]
    congr 1
    funext i
    simp
  have hc : X * (Xᴴ * overlap N) = 1 := mul_eq_one_comm.1 h.ortho
  -- expand the orbital change in the orbitals, `D = X U` with `U` anti-Hermitian
  obtain ⟨U, hU⟩ : ∃ U, U = Xᴴ * overlap N * D := ⟨_, rfl⟩
  have hDU : D = X * U := by
    rw [hU, ← Matrix.mul_assoc, hc, Matrix.one_mul]
  have hanti : Uᴴ = -U := by
    rw [hU, conjTranspose_mul, conjTranspose_mul, conjTranspose_conjTranspose, hS,
      ← Matrix.mul_assoc]
    exact eq_neg_of_add_eq_zero_left hD.ortho
  have hXH : Xᴴ * H = levels e * (Xᴴ * overlap N) := by
    have h1 := congrArg conjTranspose h.eigen
    rwa [conjTranspose_mul, conjTranspose_mul, conjTranspose_mul, hS, hE,
      h.ham_herm.eq] at h1
  have hM : levels e * U + Xᴴ * potential N v * X = U * levels e + levels d := by
    calc _ = Xᴴ * H * D + Xᴴ * potential N v * X := by
          rw [hXH, hU]; simp only [Matrix.mul_assoc]
      _ = Xᴴ * (H * D + potential N v * X) := by
          simp only [Matrix.mul_add, Matrix.mul_assoc]
      _ = Xᴴ * overlap N * D * levels e + (Xᴴ * overlap N * X) * levels d := by
          rw [hd]; simp only [Matrix.mul_add, Matrix.mul_assoc]
      _ = _ := by rw [h.ortho, Matrix.one_mul, hU]
  -- distinct energies fix the mixing of different orbitals
  have hw : ∀ i j, ((f i : ℂ) - f j) * U j i
      = (weight e f i j : ℂ) * (Xᴴ * potential N v * X) j i := by
    intro i j
    by_cases hij : i = j
    · subst hij
      simp [weight]
    · have h1 := congrFun (congrFun hM j) i
      simp only [Matrix.add_apply, levels, diagonal_mul, mul_diagonal,
        diagonal_apply_ne _ (Ne.symm hij)] at h1
      have h2 : (Xᴴ * potential N v * X) j i = ((e i : ℂ) - e j) * U j i := by
        linear_combination h1
      have hne : (e i : ℂ) - e j ≠ 0 :=
        sub_ne_zero.2 fun h' => hij (he (Complex.ofReal_injective h'))
      rw [h2, weight, if_neg hij, Complex.ofReal_div, Complex.ofReal_sub, Complex.ofReal_sub,
        ← mul_assoc, div_mul_cancel₀ _ hne]
  funext r
  have hA : Dᴴ * N r * X = -(U * pairDensity N X r) := by
    have h1 : Dᴴ = -U * Xᴴ := by rw [hDU, conjTranspose_mul, hanti]
    rw [h1]
    simp only [pairDensity, Matrix.neg_mul, Matrix.mul_assoc]
  have hB : Xᴴ * N r * D = pairDensity N X r * U := by
    rw [hDU]
    simp only [pairDensity, Matrix.mul_assoc]
  rw [response_mulVec]
  calc inducedCharge N X D f r
      = ∑ i, ∑ j, (f i : ℂ) * (pairDensity N X r i j * U j i)
        - ∑ i, ∑ j, (f i : ℂ) * (U i j * pairDensity N X r j i) := by
        rw [inducedCharge, ← Finset.sum_sub_distrib]
        refine Finset.sum_congr rfl fun i _ => ?_
        rw [hA, hB, Matrix.add_apply, Matrix.neg_apply, Matrix.mul_apply, Matrix.mul_apply,
          ← Finset.mul_sum, ← Finset.mul_sum]
        ring
    _ = ∑ i, ∑ j, (f i : ℂ) * (pairDensity N X r i j * U j i)
        - ∑ i, ∑ j, (f j : ℂ) * (U j i * pairDensity N X r i j) := by
        congr 1
        exact Finset.sum_comm
    _ = _ := by
        rw [← Finset.sum_sub_distrib]
        refine Finset.sum_congr rfl fun i _ => ?_
        rw [← Finset.sum_sub_distrib]
        refine Finset.sum_congr rfl fun j _ => ?_
        rw [← potential_apply]
        linear_combination (pairDensity N X r i j) * hw i j
```

The main theorem combines these results. For electronic-structure codes with augmented orbitals, it supplies charge and sign checks on the static, independent-particle response in a finite basis, at fixed occupations and for distinct energies. The sign check applies when occupations do not increase with energy.

```lean
/-- For distinct energies and occupations that do not increase with energy, the charges induced by a
site potential are linear in it through the response matrix, sum to zero, and have a nonpositive
scalar product with the potential. -/
theorem augmented_density_response {N : ρ → Matrix n n ℂ} {H X D : Matrix n n ℂ}
    {e f : n → ℝ} {v : ρ → ℝ} (h : IsEigenbasis N H X e) (he : Function.Injective e)
    (hf : ∀ i j, e i < e j → f j ≤ f i) (hD : IsFirstOrder N H X e v D) :
    inducedCharge N X D f = response N X e f *ᵥ (fun s => (v s : ℂ)) ∧
      ∑ r, inducedCharge N X D f r = 0 ∧
      ∑ r, (v r : ℂ) * inducedCharge N X D f r ≤ 0 := by
  have hq := inducedCharge_eq h he hD f
  obtain ⟨hsym, hrow⟩ := response_symm_and_row_sum N X e f h.ortho
  refine ⟨hq, ?_, ?_⟩
  · rw [hq]
    simp only [mulVec, dotProduct]
    refine Finset.sum_comm.trans (Finset.sum_eq_zero fun s _ => ?_)
    rw [← Finset.sum_mul, Finset.sum_congr rfl fun r _ => hsym r s, hrow s, zero_mul]
  · rw [hq]
    have h1 := response_nonpos h.site_herm X hf fun s => (v s : ℂ)
    simpa only [dotProduct, Pi.star_apply, Complex.star_def, Complex.conj_ofReal] using h1
```

## Two orbitals with unequal augmentation

Two orbitals are the fewest that can respond. This model has $S=\mathrm{diag}(4,1)$.

```lean
/-- Site operators of a two-site model with unequal augmentation charges. -/
def twoSiteN : Fin 2 → Matrix (Fin 2) (Fin 2) ℂ := ![!![4, 0; 0, 0], !![0, 0; 0, 1]]

/-- Hamiltonian of the two-site model. -/
def twoSiteH : Matrix (Fin 2) (Fin 2) ℂ := !![28/25, -48/25; -48/25, -7/25]

/-- Orbitals of the two-site model. -/
def twoSiteX : Matrix (Fin 2) (Fin 2) ℂ := !![3/10, 2/5; 4/5, -3/5]
```

The energies are $-1$ and $1$, and only the lower orbital is occupied, with $f=1$. Numbering from zero, $n_{01}(0)=12/25$ and $w_{01}=-1/2$. The two orderings of the pair give $\chi_{00}=2(-1/2)(12/25)^2=-144/625$. The proof checks the eigenbasis conditions and this value by explicit arithmetic.

```lean
/-- The two-site model has the stated orbitals with energies -1 and 1, and with only the first
orbital occupied its on-site response on the first site is -144/625. -/
theorem twoSite_witness : IsEigenbasis twoSiteN twoSiteH twoSiteX ![-1, 1] ∧
    response twoSiteN twoSiteX ![-1, 1] ![1, 0] 0 0 = -144/625 := by
  -- the orbitals are real
  have hX : twoSiteXᴴ = twoSiteXᵀ := by
    refine Matrix.ext fun i j => ?_
    show starRingEnd ℂ (twoSiteX j i) = twoSiteX j i
    rw [Complex.conj_eq_iff_im]
    fin_cases i <;> fin_cases j <;> simp [twoSiteX]
  refine ⟨⟨?_, ?_, ?_, ?_⟩, ?_⟩
  · intro r
    refine Matrix.IsHermitian.ext fun i j => ?_
    fin_cases r <;> fin_cases i <;> fin_cases j <;> simp [twoSiteN]
  · refine Matrix.IsHermitian.ext fun i j => ?_
    fin_cases i <;> fin_cases j <;> simp [twoSiteH]
  · rw [hX]
    refine Matrix.ext fun i j => ?_
    fin_cases i <;> fin_cases j <;>
      simp [overlap, twoSiteN, twoSiteX, Matrix.mul_apply, Fin.sum_univ_two] <;> norm_num
  · refine Matrix.ext fun i j => ?_
    fin_cases i <;> fin_cases j <;>
      simp [overlap, levels, twoSiteN, twoSiteH, twoSiteX, Matrix.mul_apply,
        Fin.sum_univ_two] <;> norm_num
  · simp only [response, Matrix.of_apply, pairDensity, hX]
    simp [weight, twoSiteN, twoSiteX, Matrix.mul_apply, Fin.sum_univ_two]
    norm_num

end

end AugmentedDensityResponse
```

```lean
#print axioms AugmentedDensityResponse.exists_firstOrder
#print axioms AugmentedDensityResponse.augmented_density_response
```

```
'AugmentedDensityResponse.exists_firstOrder' depends on axioms: [propext, Classical.choice, Quot.sound]
'AugmentedDensityResponse.augmented_density_response' depends on axioms: [propext, Classical.choice, Quot.sound]
```
